# A factorial bound on the Dyson terms of a bounded, continuous generator

Stop a time-dependent perturbation expansion at third order, with no bound on its terms, and a small third-order contribution says nothing certain about what was left out. The fourth order may be larger, and the series may not converge at all. For a generator that is continuous in time and bounded in norm, the problems below bound every order and the error of stopping.

The physical problem is the evolution equation iħ dU/dt = H(t) U with U(0) = 1. Write A(t) = −iH(t)/ħ for the generator; in the interaction picture, the transformed perturbation takes the place of H. Integrating repeatedly from time 0 gives terms D_k, where k counts the factors of A:

D_0(t) = 1

D_(k+1)(t) = ∫₀ᵗ A(s) D_k(s) ds

The factors −i/ħ are included in D_k. Later times stand to the left, and the nested integration limits do the work of the time-ordering symbol and its 1/k!.

In Lean, the values of A lie in a real normed algebra `𝔸`, later assumed complete. The standard example is the N×N complex matrices with the spectral norm, N ≥ 1, regarded as a real algebra.

```lean
import Mathlib

open MeasureTheory Set

namespace DysonBound

variable {𝔸 : Type*} [NormedRing 𝔸] [NormedAlgebra ℝ 𝔸]
```

The type `C(ℝ, 𝔸)` holds the functions from the real line to `𝔸` that are continuous in norm, so a pulse switched on abruptly during the evolution is excluded. A perturbation switched on at time 0 and continuous from then on is covered for t ≥ 0: only its values on [0, t] enter, and it can be continued to negative times by its value at 0. `dysonTerm A k t` is D_k(t).

```lean
/-- The Dyson terms of a continuous generator `A`: the zeroth term is `1`, and the term of
order `k + 1` at time `t` is the integral of `A` times the term of order `k` from `0` to `t`. -/
noncomputable def dysonTerm [CompleteSpace 𝔸] (A : C(ℝ, 𝔸)) : ℕ → ℝ → 𝔸
  | 0, _ => 1
  | k + 1, t => ∫ s in (0 : ℝ)..t, A s * dysonTerm A k s
```

The sum of all orders, `dysonSeries A t`, is called U(t) below. Lean's `∑'` returns 0 for a series that is not summable, so this definition alone does not say that the expansion converges.

```lean
/-- The Dyson series at time `t`: the sum of the Dyson terms of all orders. -/
noncomputable def dysonSeries [CompleteSpace 𝔸] (A : C(ℝ, 𝔸)) (t : ℝ) : 𝔸 :=
  ∑' k, dysonTerm A k t
```

## (a) Continuity in time

Show that every D_k is continuous, that is, for every real t,

lim_(s→t) D_k(s) = D_k(t).

**Solution.** Use induction on k. D_0 is constant. If D_k is continuous, so is the product A D_k. The integral of a continuous function is differentiable in its upper limit, and therefore continuous, so D_(k+1) is continuous.

The Lean proof has the same two cases. `integral_hasStrictDerivAt` is the fundamental theorem of calculus, and `continuousAt` extracts continuity from the derivative.

```lean
variable [CompleteSpace 𝔸]

/-- Every Dyson term of a continuous generator is continuous in time. -/
theorem continuous_dysonTerm (A : C(ℝ, 𝔸)) (k : ℕ) : Continuous (dysonTerm A k) := by
  induction k with
  | zero => exact (continuous_const : Continuous fun _ : ℝ => (1 : 𝔸))
  | succ k ih =>
    exact continuous_iff_continuousAt.2 fun t =>
      ((A.continuous.mul ih).integral_hasStrictDerivAt 0 t).hasDerivAt.continuousAt
```

## (b) The equation of motion at each order

Show that for every real t

dD_(k+1)/dt = A(t) D_k(t).

**Solution.** By (a) the integrand A D_k is continuous. Differentiating its integral with respect to the upper limit returns the integrand at t.

This is the usual order-by-order hierarchy: each order is driven by the one before. `HasDerivAt` states that the derivative exists and has the given value.

```lean
/-- The Dyson terms obey the hierarchy of evolution equations in which the time derivative of
the term of order `k + 1` is the generator times the term of order `k`. -/
theorem hasDerivAt_dysonTerm (A : C(ℝ, 𝔸)) (k : ℕ) (t : ℝ) :
    HasDerivAt (dysonTerm A (k + 1)) (A t * dysonTerm A k t) t :=
  ((A.continuous.mul (continuous_dysonTerm A k)).integral_hasStrictDerivAt 0 t).hasDerivAt
```

## (c) The integral that raises the factorial

Show that for every real t

∫₀ᵗ s^k/k! ds = t^(k+1)/(k+1)!.

**Solution.** The antiderivative of s^k is s^(k+1)/(k+1), which vanishes at 0. The integral is therefore t^(k+1)/((k+1) k!), and (k+1) k! = (k+1)!.

The rewriting steps do the same: `integral_pow` integrates the power, and `Nat.factorial_succ` splits the factorial.

```lean
/-- Integrating `s ^ k / k!` from `0` to `t` gives `t ^ (k + 1) / (k + 1)!`. -/
theorem integral_pow_div_factorial (k : ℕ) (t : ℝ) :
    ∫ s in (0 : ℝ)..t, s ^ k / (k.factorial : ℝ) = t ^ (k + 1) / ((k + 1).factorial : ℝ) := by
  rw [intervalIntegral.integral_div, integral_pow, zero_pow (Nat.succ_ne_zero k), sub_zero,
    Nat.factorial_succ, Nat.cast_mul, div_div]
  push_cast
  rfl
```

## (d) A time-independent generator

Let A(s) = a for all s. Show that

D_k(t) = (t^k/k!) a^k.

**Solution.** For k = 0 both sides are 1. If the formula holds at order k for all times, then

D_(k+1)(t) = ∫₀ᵗ a (s^k/k!) a^k ds = (∫₀ᵗ s^k/k! ds) a^(k+1),

and (c) evaluates the scalar integral. These are the terms of the exponential series for ta.

The induction needs the formula at every intermediate time s, not only at t, which is why Lean has `generalizing t`. The dot `•` multiplies an algebra element by a real number.

```lean
/-- For a time-independent generator `a`, the Dyson term of order `k` is
`t ^ k / k!` times `a ^ k`. -/
theorem dysonTerm_const (a : 𝔸) (k : ℕ) (t : ℝ) :
    dysonTerm (ContinuousMap.const ℝ a) k t = (t ^ k / (k.factorial : ℝ)) • a ^ k := by
  induction k generalizing t with
  | zero => simp [dysonTerm]
  | succ k ih =>
    calc dysonTerm (ContinuousMap.const ℝ a) (k + 1) t
        = ∫ s in (0 : ℝ)..t, (s ^ k / (k.factorial : ℝ)) • a ^ (k + 1) := by
          simp only [dysonTerm, ContinuousMap.const_apply, ih, mul_smul_comm, ← pow_succ']
      _ = _ := by rw [intervalIntegral.integral_smul_const, integral_pow_div_factorial]
```

## (e) The bound at every order

Let t ≥ 0 and ‖A(s)‖ ≤ M for all s in [0, t]. Show that

‖D_k(t)‖ ≤ (Mt)^k/k!.

**Solution.** M is nonnegative because it bounds a norm. For k = 0 the claim is ‖1‖ ≤ 1, which holds because the norm is assumed to satisfy ‖1‖ = 1. Suppose the claim holds at order k. For s in (0, t], the bound M is also valid on [0, s], so

‖A(s) D_k(s)‖ ≤ ‖A(s)‖ ‖D_k(s)‖ ≤ M (Ms)^k/k! = M^(k+1) s^k/k!.

Integrating over s with (c) gives

‖D_(k+1)(t)‖ ≤ M^(k+1) t^(k+1)/(k+1)! = (Mt)^(k+1)/(k+1)!.

Physically, M is a rate: an upper bound on ‖H(s)‖/ħ during the evolution. It is required only on `Icc 0 t`, the closed interval [0, t]. The assumption ‖1‖ = 1 is `NormOneClass`. The spectral norm satisfies it; the Frobenius norm of N×N matrices gives ‖1‖ = √N and fails for N > 1.

In a finite basis, a continuous H(t) always has such an M on [0, t]. An unbounded Hamiltonian, such as the kinetic energy in full space, has none, and passing from the finite basis to the complete one is a separate limit that needs its own argument.

Successive bounds have the ratio Mt/(k+1), so for large Mt they grow until k is about Mt and only then fall. At t = 0 every bound with k ≥ 1 is zero, as are the terms themselves.

In the Lean proof, `h1` bounds A(s), `h2` is the induction hypothesis at time s, and `hb` combines them into the estimate of the integrand. `norm_integral_le_of_norm_le` then moves the norm inside the integral.

```lean
variable [NormOneClass 𝔸]

/-- **Dyson term bound.** In an algebra with `‖1‖ = 1`, if the continuous generator has norm at most
`M` on `[0, t]`, with `t` nonnegative, then the Dyson term of order `k` has norm at most
`(M t) ^ k / k!`. -/
theorem norm_dysonTerm_le (A : C(ℝ, 𝔸)) {M t : ℝ} (ht : 0 ≤ t)
    (hM : ∀ s ∈ Icc 0 t, ‖A s‖ ≤ M) (k : ℕ) :
    ‖dysonTerm A k t‖ ≤ (M * t) ^ k / (k.factorial : ℝ) := by
  have hM0 : 0 ≤ M := (norm_nonneg _).trans (hM 0 ⟨le_rfl, ht⟩)
  induction k generalizing t with
  | zero => simp [dysonTerm]
  | succ k ih =>
    -- the integrand is controlled by the bound of the previous order
    have hb : ∀ s ∈ Ioc 0 t,
        ‖A s * dysonTerm A k s‖ ≤ M ^ (k + 1) * (s ^ k / (k.factorial : ℝ)) := by
      intro s hs
      have h1 := hM s ⟨hs.1.le, hs.2⟩
      have h2 := ih hs.1.le (fun r hr => hM r ⟨hr.1, hr.2.trans hs.2⟩)
      calc ‖A s * dysonTerm A k s‖ ≤ ‖A s‖ * ‖dysonTerm A k s‖ := norm_mul_le _ _
        _ ≤ M * ((M * s) ^ k / (k.factorial : ℝ)) := mul_le_mul h1 h2 (norm_nonneg _) hM0
        _ = _ := by ring
    have hc : Continuous fun s : ℝ => M ^ (k + 1) * (s ^ k / (k.factorial : ℝ)) := by
      fun_prop
    -- integrating the estimate produces the next factorial
    calc ‖dysonTerm A (k + 1) t‖
        ≤ ∫ s in (0 : ℝ)..t, M ^ (k + 1) * (s ^ k / (k.factorial : ℝ)) :=
          intervalIntegral.norm_integral_le_of_norm_le ht
            (Filter.Eventually.of_forall hb) (hc.intervalIntegrable 0 t)
      _ = _ := by
          rw [intervalIntegral.integral_const_mul, integral_pow_div_factorial, mul_pow,
            mul_div_assoc]
```

## (f) A generator that attains the bound

Let M ≥ 0 and t ≥ 0, and take the constant generator A = M·1. Show that at every order

‖D_k(t)‖ = (Mt)^k/k!.

**Solution.** By (d), D_k(t) = (t^k/k!) M^k · 1. The scalar is nonnegative and ‖1‖ = 1, so the norm is t^k M^k/k!.

No smaller bound depending only on M, t and k can therefore hold for all generators. For M > 0 this A is not anti-Hermitian, as a quantum generator would be, but a constant energy E, with A = −i(E/ħ)·1, gives terms of the same size with M = |E|/ħ.

Lean rewrites with (d), takes the scalar out of the norm by `norm_smul`, and removes its absolute value using `h`.

```lean
/-- The Dyson term bound is sharp: in an algebra with `‖1‖ = 1`, for nonnegative `M` and `t`, the
Dyson terms of the constant generator `M` times the identity have norm exactly `(M t) ^ k / k!` at
every order `k`. -/
theorem norm_dysonTerm_eq {M t : ℝ} (hM : 0 ≤ M) (ht : 0 ≤ t) (k : ℕ) :
    ‖dysonTerm (ContinuousMap.const ℝ (M • (1 : 𝔸))) k t‖
      = (M * t) ^ k / (k.factorial : ℝ) := by
  have h : 0 ≤ t ^ k / (k.factorial : ℝ) * M ^ k := by positivity
  rw [dysonTerm_const, smul_pow, one_pow, smul_smul, norm_smul, norm_one, mul_one,
    Real.norm_of_nonneg h]
  ring
```

## (g) Convergence of the expansion

Let t ≥ 0. Show, without assuming a bound on A, that the following series converges:

Σ_(k≥0) D_k(t).

**Solution.** The continuous function ‖A(s)‖ is bounded on the compact interval [0, t] by some M. By (e), the norms of the terms are at most (Mt)^k/k!, and these numbers sum to exp(Mt). In a complete space, a series whose norms have a convergent majorant converges.

For a continuous, bounded generator, the expansion thus converges at every forward time and for every coupling strength. `exists_bound_of_continuousOn` supplies M, and `Summable.of_norm_bounded` is the comparison test.

```lean
/-- In an algebra with `‖1‖ = 1`, the Dyson series of a continuous generator converges at every
nonnegative time. -/
theorem summable_dysonTerm (A : C(ℝ, 𝔸)) {t : ℝ} (ht : 0 ≤ t) :
    Summable fun k => dysonTerm A k t := by
  obtain ⟨M, hM⟩ := isCompact_Icc.exists_bound_of_continuousOn
    (A.continuous.continuousOn (s := Icc 0 t))
  exact Summable.of_norm_bounded (g := fun k : ℕ => (M * t) ^ k / (k.factorial : ℝ))
    (Real.summable_pow_div_factorial (M * t)) (norm_dysonTerm_le A ht hM)
```

## (h) The error of stopping after n terms

Under the hypotheses of (e), keep the terms k = 0, …, n − 1. Show that

‖U(t) − Σ_(k<n) D_k(t)‖ ≤ ((Mt)^n/n!) exp(Mt).

**Solution.** By (g) the difference is the tail Σ_(i≥0) D_(i+n)(t), and by (e) its norm is at most

Σ_(i≥0) (Mt)^(i+n)/(i+n)!.

The binomial coefficient (i+n)!/(n! i!) is a positive integer, so n! i! ≤ (i+n)!. Each summand is then at most ((Mt)^n/n!) (Mt)^i/i!, and the sum over i gives exp(Mt).

For n = 0 nothing is kept, and the estimate reads ‖U(t)‖ ≤ exp(Mt). For Mt = 1 and n = 10 the error is at most about 7.5 × 10⁻⁷. In a finite-basis simulation with known M, this gives a safe order for a chosen time step, provided that the time integrals themselves are evaluated accurately; quadrature error comes on top.

In Lean, `htail` identifies the difference with the tail, `hexp` writes the exponential as its series, and `hf` is the factorial inequality, obtained from divisibility. `tsum_of_norm_bounded` sums the termwise estimates.

```lean
/-- In an algebra with `‖1‖ = 1`, if the continuous generator has norm at most `M` on `[0, t]`, with
`t` nonnegative, then keeping only the first `n` Dyson terms gives an error of norm at most
`(M t) ^ n / n!` times `exp (M t)`. -/
theorem norm_dysonSeries_sub_sum_le (A : C(ℝ, 𝔸)) {M t : ℝ} (ht : 0 ≤ t)
    (hM : ∀ s ∈ Icc 0 t, ‖A s‖ ≤ M) (n : ℕ) :
    ‖dysonSeries A t - ∑ k ∈ Finset.range n, dysonTerm A k t‖
      ≤ (M * t) ^ n / (n.factorial : ℝ) * Real.exp (M * t) := by
  have hM0 : 0 ≤ M := (norm_nonneg _).trans (hM 0 ⟨le_rfl, ht⟩)
  have hsplit := (summable_dysonTerm A ht).sum_add_tsum_nat_add n
  have htail : dysonSeries A t - ∑ k ∈ Finset.range n, dysonTerm A k t
      = ∑' i, dysonTerm A (i + n) t := sub_eq_iff_eq_add'.2 hsplit.symm
  have hexp : Real.exp (M * t) = ∑' i : ℕ, (M * t) ^ i / (i.factorial : ℝ) := by
    rw [Real.exp_eq_exp_ℝ, NormedSpace.exp_eq_tsum_div]
  rw [htail, hexp]
  refine tsum_of_norm_bounded
    ((Real.summable_pow_div_factorial (M * t)).hasSum.mul_left _) fun i => ?_
  refine (norm_dysonTerm_le A ht hM (i + n)).trans ?_
  -- compare factorials: n! i! is at most (i + n)!
  have hd := Nat.factorial_mul_factorial_dvd_factorial_add n i
  rw [add_comm n i] at hd
  have hf : (n.factorial : ℝ) * (i.factorial : ℝ) ≤ ((i + n).factorial : ℝ) := by
    exact_mod_cast Nat.le_of_dvd (Nat.factorial_pos _) hd
  rw [div_mul_div_comm, ← pow_add, add_comm n i]
  exact div_le_div_of_nonneg_left (by positivity) (by positivity) hf
```

## (i) The sum solves the evolution equation

Let t ≥ 0. Show that

U(t) = 1 + ∫₀ᵗ A(s) U(s) ds.

**Solution.** Split off the zeroth term and insert the recursion:

U(t) = 1 + Σ_(k≥0) D_(k+1)(t) = 1 + Σ_(k≥0) ∫₀ᵗ A(s) D_k(s) ds.

It remains to exchange sum and integral. Take M from (g). For 0 ≤ s ≤ t, (e) gives

‖A(s) D_k(s)‖ ≤ M (Ms)^k/k! ≤ M (Mt)^k/k!.

The right-hand side does not depend on s and has a finite sum over k, so dominated convergence permits the exchange. Since Σ_k A(s) D_k(s) = A(s) U(s), the equation follows.

With A = −iH/ħ, this is the Schrödinger equation for the propagator in integral form, for a bounded, norm-continuous H and forward times. Uniqueness of the solution, and its unitarity for Hermitian H, would need separate proofs.

The exchange is the statement `h` in the Lean proof. Its first remaining goal is the estimate above, with `h2` from (e) and `h3` replacing s by t; its second is the pointwise convergence from (g). `h0` splits off the zeroth term, and `h1` identifies the remaining sum with the integral.

```lean
/-- In an algebra with `‖1‖ = 1`, at every nonnegative time the Dyson series `U` of a continuous
generator `A` solves the integral form of the evolution equation, `U(t) = 1 + ∫ A(s) U(s) ds` over
`[0, t]`. -/
theorem dysonSeries_eq (A : C(ℝ, 𝔸)) {t : ℝ} (ht : 0 ≤ t) :
    dysonSeries A t = 1 + ∫ s in (0 : ℝ)..t, A s * dysonSeries A s := by
  obtain ⟨M, hM⟩ := isCompact_Icc.exists_bound_of_continuousOn
    (A.continuous.continuousOn (s := Icc 0 t))
  have hM0 : 0 ≤ M := (norm_nonneg _).trans (hM 0 ⟨le_rfl, ht⟩)
  -- sum and integral are exchanged by dominated convergence
  have h : HasSum (fun k => ∫ s in (0 : ℝ)..t, A s * dysonTerm A k s)
      (∫ s in (0 : ℝ)..t, A s * dysonSeries A s) := by
    refine intervalIntegral.hasSum_integral_of_dominated_convergence
      (fun k _ => M * ((M * t) ^ k / (k.factorial : ℝ)))
      (fun k => (A.continuous.mul (continuous_dysonTerm A k)).aestronglyMeasurable)
      (fun k => Filter.Eventually.of_forall fun s hs => ?_)
      (Filter.Eventually.of_forall fun s _ =>
        (Real.summable_pow_div_factorial (M * t)).mul_left M)
      intervalIntegrable_const
      (Filter.Eventually.of_forall fun s hs => ?_)
    · rw [uIoc_of_le ht] at hs
      have hs0 : 0 ≤ s := hs.1.le
      have hst : s ≤ t := hs.2
      have h2 := norm_dysonTerm_le A hs0 (fun r hr => hM r ⟨hr.1, hr.2.trans hst⟩) k
      have h3 : (M * s) ^ k / (k.factorial : ℝ) ≤ (M * t) ^ k / (k.factorial : ℝ) := by
        gcongr
      exact (norm_mul_le _ _).trans
        (mul_le_mul (hM s ⟨hs0, hst⟩) (h2.trans h3) (norm_nonneg _) hM0)
    · rw [uIoc_of_le ht] at hs
      exact (summable_dysonTerm A hs.1.le).hasSum.mul_left (A s)
  -- split off the zeroth term
  have h0 : dysonSeries A t = 1 + ∑' k, dysonTerm A (k + 1) t :=
    (summable_dysonTerm A ht).tsum_eq_zero_add
  have h1 : ∑' k, dysonTerm A (k + 1) t = ∫ s in (0 : ℝ)..t, A s * dysonSeries A s :=
    h.tsum_eq
  rw [h0, h1]

end DysonBound
```

```lean
#print axioms DysonBound.continuous_dysonTerm
#print axioms DysonBound.norm_dysonTerm_eq
#print axioms DysonBound.norm_dysonSeries_sub_sum_le
#print axioms DysonBound.dysonSeries_eq
```

```
'DysonBound.continuous_dysonTerm' depends on axioms: [propext, Classical.choice, Quot.sound]
'DysonBound.norm_dysonTerm_eq' depends on axioms: [propext, Classical.choice, Quot.sound]
'DysonBound.norm_dysonSeries_sub_sum_le' depends on axioms: [propext, Classical.choice, Quot.sound]
'DysonBound.dysonSeries_eq' depends on axioms: [propext, Classical.choice, Quot.sound]
```
